# Matrix elements of the gradient and the potential gradient between two stationary states, linked by a boundary term

The lemma `interval_identity` concerns two stationary states of one electron on a line, each obeying −ψ″/2 + Vψ = Eψ in atomic units, with the same real, continuously differentiable potential V and real energies Ei and Ef. It says that (Ef − Ei) ∫ ψf* ψi′ dx + ∫ ψf* V′ ψi dx, with both integrals taken from a to b, equals the difference between the values at b and a of (V − Ei) ψf* ψi − ψf′* ψi′/2. The wavefunctions are twice continuously differentiable but need not be normalised or obey any boundary condition, so the integrals are not in general normalised matrix elements. The attempt integrates the derivative of the boundary expression, already found in `stress_balance`, and proves the integrands continuous so that the integral can be split.

An attempt in Lean 4 with a fault in it:

```lean
import Mathlib

open scoped ComplexConjugate

namespace BlochPhotoemission

noncomputable section

/-- A twice continuously differentiable solution of the stationary Schrödinger equation
`-ψ''/2 + V ψ = E ψ` in atomic units. -/
structure IsStationary (V : ℝ → ℝ) (E : ℝ) (ψ : ℝ → ℂ) : Prop where
  smooth : ContDiff ℝ 2 ψ
  schrodinger : ∀ x, -(1 / 2) * deriv (deriv ψ) x + V x * ψ x = E * ψ x

/-- The matrix element of the gradient between two states on the interval from `a` to `b`. -/
def gradientElement (ψf ψi : ℝ → ℂ) (a b : ℝ) : ℂ :=
  ∫ x in a..b, conj (ψf x) * deriv ψi x

/-- The matrix element of the potential gradient `V'` on the interval from `a` to `b`. -/
def potentialGradientElement (V : ℝ → ℝ) (ψf ψi : ℝ → ℂ) (a b : ℝ) : ℂ :=
  ∫ x in a..b, conj (ψf x) * ((deriv V x : ℝ) : ℂ) * ψi x

/-- The transition stress `(V - Ei) ψf* ψi - ψf'* ψi' / 2` of a pair of states. -/
def transitionStress (V : ℝ → ℝ) (Ei : ℝ) (ψf ψi : ℝ → ℂ) (x : ℝ) : ℂ :=
  ((V x : ℂ) - Ei) * conj (ψf x) * ψi x - 1 / 2 * conj (deriv ψf x) * deriv ψi x

/-- A stationary state has a first derivative, and its second derivative is `2 (V - E) ψ`. -/
theorem IsStationary.hasDerivAt {V : ℝ → ℝ} {E : ℝ} {ψ : ℝ → ℂ}
    (h : IsStationary V E ψ) (x : ℝ) :
    HasDerivAt ψ (deriv ψ x) x ∧ HasDerivAt (deriv ψ) (2 * ((V x : ℂ) - E) * ψ x) x := by
  refine ⟨(h.smooth.differentiable (by norm_num) x).hasDerivAt, ?_⟩
  refine (h.smooth.differentiable_deriv_two x).hasDerivAt.congr_deriv ?_
  linear_combination (-2) * h.schrodinger x

/-- Local balance: the slope of the transition stress is the energy difference times the
gradient density plus the density of the potential gradient. -/
theorem stress_balance {V : ℝ → ℝ} {Ei Ef : ℝ} {ψi ψf : ℝ → ℂ} (hV : ContDiff ℝ 1 V)
    (hi : IsStationary V Ei ψi) (hf : IsStationary V Ef ψf) (x : ℝ) :
    HasDerivAt (transitionStress V Ei ψf ψi)
      (((Ef : ℂ) - Ei) * (conj (ψf x) * deriv ψi x)
        + conj (ψf x) * ((deriv V x : ℝ) : ℂ) * ψi x) x := by
  have hv : HasDerivAt (fun y => (V y : ℂ)) ((deriv V x : ℝ) : ℂ) x :=
    (hV.differentiable (by norm_num) x).hasDerivAt.ofReal_comp
  obtain ⟨hi0, hi1⟩ := hi.hasDerivAt x
  obtain ⟨hf0, hf1⟩ := hf.hasDerivAt x
  have hf0c : HasDerivAt (fun y => conj (ψf y)) (conj (deriv ψf x)) x := hf0.star
  have hf1c : HasDerivAt (fun y => conj (deriv ψf y))
      (conj (2 * ((V x : ℂ) - Ef) * ψf x)) x := hf1.star
  have h : HasDerivAt (transitionStress V Ei ψf ψi) _ x :=
    (((hv.sub_const (Ei : ℂ)).fun_mul hf0c).fun_mul hi0).fun_sub
      ((hf1c.const_mul (1 / 2 : ℂ)).fun_mul hi1)
  refine h.congr_deriv ?_
  simp only [map_mul, map_sub, Complex.conj_ofReal, map_ofNat]
  ring

/-- On any interval, the energy difference times the gradient element plus the element of the
potential gradient equals the difference of the transition stress at the ends. -/
theorem interval_identity {V : ℝ → ℝ} {Ei Ef : ℝ} {ψi ψf : ℝ → ℂ} (hV : ContDiff ℝ 1 V)
    (hi : IsStationary V Ei ψi) (hf : IsStationary V Ef ψf) (a b : ℝ) :
    ((Ef : ℂ) - Ei) * gradientElement ψf ψi a b + potentialGradientElement V ψf ψi a b
      = transitionStress V Ei ψf ψi b - transitionStress V Ei ψf ψi a := by
  have cf : Continuous fun x => conj (ψf x) :=
    Complex.continuous_conj.comp hf.smooth.continuous
  have c1 : Continuous fun x => conj (ψf x) * deriv ψi x :=
    cf.mul hi.smooth.differentiable_deriv_two.continuous
  have c2 : Continuous fun x => conj (ψf x) * (deriv V x : ℂ) * ψi x :=
    (cf.mul (Complex.continuous_ofReal.comp (hV.continuous_deriv (by norm_num)))).mul
      hi.smooth.continuous
  have c3 : Continuous fun x => ((Ef : ℂ) - Ei) * (conj (ψf x) * deriv ψi x) :=
    continuous_const.mul c1
  -- integrate the local balance
  rw [← intervalIntegral.integral_eq_sub_of_hasDerivAt
    (fun x _ => stress_balance hV hi hf x) ((c3.add c2).intervalIntegrable a b),
    intervalIntegral.integral_add (c3.intervalIntegrable a b) (c2.intervalIntegrable a b),
    intervalIntegral.integral_const_mul]
  rfl

end

end BlochPhotoemission
```

The error:

```
Main.lean:67:4: error: Type mismatch
  Continuous.mul (Continuous.mul cf (Continuous.comp Complex.continuous_ofReal (ContDiff.continuous_deriv hV ?m.171)))
    (ContDiff.continuous hi.smooth)
has type
  Continuous ((fun x => (starRingEnd ℂ) (ψf x)) * Complex.ofReal ∘ deriv V * ψi)
but is expected to have type
  Continuous fun x => (starRingEnd ℂ) (ψf x) * deriv ?m.132 x * ψi x
Main.lean:66:53: error: Application type mismatch: The argument
  V
has type
  ℝ → ℝ
but is expected to have type
  ℝ → ℂ
in the application
  deriv V
```

What went wrong. The second message gives the root of the failure. In the statement of `c2`, the ascription `(deriv V x : ℂ)` asks for a complex value, and Lean passes that demand into `deriv` before it looks at `V`. It therefore expects a function `ℝ → ℂ`, but `V` has type `ℝ → ℝ`. It does not take the real derivative first and then convert the result.

The first message comes from the same mismatch. Lean does not reject `V` at once: it postpones the search for a coercion that would turn `V` into a complex-valued function, and leaves the placeholder `?m.132` in the statement. It then checks the proof term against this unfinished statement. The proof term supplies the real derivative followed by the conversion to complex numbers, `Complex.ofReal ∘ deriv V`, which Lean cannot match with the complex-valued `deriv ?m.132 x`. Only afterwards does the postponed coercion fail and produce the second message.

The repair writes `((deriv V x : ℝ) : ℂ)`. The inner ascription fixes the derivative as real, so `V` is accepted without a coercion, and the outer one then converts the derivative's value to a complex number. The statement now describes the function that the proof term shows to be continuous, so the proof of `c2` works unchanged.

As a diff, the version that Lean accepts:

```diff
@@ -64,5 +64,5 @@
   have c1 : Continuous fun x => conj (ψf x) * deriv ψi x :=
     cf.mul hi.smooth.differentiable_deriv_two.continuous
-  have c2 : Continuous fun x => conj (ψf x) * (deriv V x : ℂ) * ψi x :=
+  have c2 : Continuous fun x => conj (ψf x) * ((deriv V x : ℝ) : ℂ) * ψi x :=
     (cf.mul (Complex.continuous_ofReal.comp (hV.continuous_deriv (by norm_num)))).mul
       hi.smooth.continuous
```
